# The dimension fixes the character of every finite-dimensional half-integer-spin representation of the C2v double group

If a rotation by $2\pi$ acts as minus the identity in a finite-dimensional complex representation of the C2v double group, the character is a multiple of that of $E_{1/2}$, the defining spinor representation, and the dimension alone fixes the factor.

Write $X=i\sigma_x$ and $Y=i\sigma_y$, the spinor matrices of the two mirrors up to sign. The group $G$ is `doubleGroup`, the subgroup of invertible complex $2\times2$ matrices that they generate.

```lean
import Mathlib

namespace C2vDoubleGroup

noncomputable section

/-- Complex 2×2 matrices, acting on a two-component spinor. -/
abbrev Mat2 := Matrix (Fin 2) (Fin 2) ℂ

/-- The invertible spinor matrix i σx. -/
def iσx : Mat2ˣ where
  val := !![0, Complex.I; Complex.I, 0]
  inv := !![0, -Complex.I; -Complex.I, 0]
  val_inv := by
    ext i j; fin_cases i <;> fin_cases j <;> simp [Matrix.mul_apply, Fin.sum_univ_succ]
  inv_val := by
    ext i j; fin_cases i <;> fin_cases j <;> simp [Matrix.mul_apply, Fin.sum_univ_succ]

/-- The invertible spinor matrix i σy. -/
def iσy : Mat2ˣ where
  val := !![0, 1; -1, 0]
  inv := !![0, -1; 1, 0]
  val_inv := by
    ext i j; fin_cases i <;> fin_cases j <;> simp [Matrix.mul_apply, Fin.sum_univ_succ]
  inv_val := by
    ext i j; fin_cases i <;> fin_cases j <;> simp [Matrix.mul_apply, Fin.sum_univ_succ]

/-- The C2v double group: the matrix group generated by i σx and i σy. -/
def doubleGroup : Subgroup Mat2ˣ := Subgroup.closure {iσx, iσy}
```

(a) List the elements of the group:
$$G=\{\pm1,\pm X,\pm Y,\pm XY\}.$$

Multiplication gives $X^2=Y^2=-1$ and $YX=-XY$. These relations sort any word into one of the eight forms, and $X^{-1}=-X$, $Y^{-1}=-Y$ deal with inverses. Conversely, $-1=X^2$ lies in $G$, so all eight do. Lean runs the first half as an induction over the generated subgroup.

```lean
/-- The elements of the double group are ±1, ±iσx, ±iσy and ±(iσx)(iσy). -/
theorem mem_doubleGroup_iff (g : Mat2ˣ) : g ∈ doubleGroup ↔
    g = 1 ∨ g = -1 ∨ g = iσx ∨ g = -iσx ∨ g = iσy ∨ g = -iσy ∨
      g = iσx * iσy ∨ g = -(iσx * iσy) := by
  -- the quaternion relations
  have rel : iσx * iσx = -1 ∧ iσy * iσy = -1 ∧ iσy * iσx = -(iσx * iσy) := by
    refine ⟨?_, ?_, ?_⟩ <;> apply Units.ext <;> ext i j <;> fin_cases i <;> fin_cases j <;>
      simp [iσx, iσy, Matrix.mul_apply, Fin.sum_univ_succ]
  obtain ⟨xx, yy, yx⟩ := rel
  constructor
  · intro h
    have xx' : ∀ z, iσx * (iσx * z) = -z := fun z => by rw [← mul_assoc, xx, neg_one_mul]
    have yx' : ∀ z, iσy * (iσx * z) = -(iσx * (iσy * z)) := fun z => by
      rw [← mul_assoc, yx, neg_mul, mul_assoc]
    have ix : iσx⁻¹ = -iσx := inv_eq_of_mul_eq_one_right (by rw [mul_neg, xx, neg_neg])
    have iy : iσy⁻¹ = -iσy := inv_eq_of_mul_eq_one_right (by rw [mul_neg, yy, neg_neg])
    have hn : ∀ u : Mat2ˣ, (-u)⁻¹ = -u⁻¹ := fun u =>
      inv_eq_of_mul_eq_one_right (by rw [neg_mul_neg, mul_inv_cancel])
    induction h using Subgroup.closure_induction with
    | mem x hx => rcases hx with rfl | rfl <;> simp
    | one => simp
    | mul x y _ _ hx hy =>
      rcases hx with rfl | rfl | rfl | rfl | rfl | rfl | rfl | rfl <;>
      rcases hy with rfl | rfl | rfl | rfl | rfl | rfl | rfl | rfl <;>
      simp only [mul_assoc, neg_mul, mul_neg, neg_neg, one_mul, mul_one, xx, yy, yx,
        xx', yx', true_or, or_true]
    | inv x _ hx =>
      rcases hx with rfl | rfl | rfl | rfl | rfl | rfl | rfl | rfl <;>
      simp only [hn, mul_inv_rev, inv_one, ix, iy, neg_mul, mul_neg, neg_neg, yx,
        true_or, or_true]
  · have hx : iσx ∈ doubleGroup := Subgroup.subset_closure (by simp)
    have hy : iσy ∈ doubleGroup := Subgroup.subset_closure (by simp)
    have hm : (-1 : Mat2ˣ) ∈ doubleGroup := xx ▸ mul_mem hx hx
    have hneg : ∀ u ∈ doubleGroup, -u ∈ doubleGroup := fun u hu =>
      neg_one_mul u ▸ mul_mem hm hu
    rintro (rfl | rfl | rfl | rfl | rfl | rfl | rfl | rfl)
    exacts [one_mem _, hm, hx, hneg _ hx, hy, hneg _ hy, mul_mem hx hy,
      hneg _ (mul_mem hx hy)]
```

(b) Count them:
$$|G|=8.$$

It remains to separate the eight matrices. With first row $(a,b)$, the label $\mathrm{Re}\,a+2\,\mathrm{Im}\,a+3\,\mathrm{Re}\,b+4\,\mathrm{Im}\,b$ takes the values $1,-1,4,-4,3,-3,-2,2$, all different.

```lean
/-- The list of the eight group elements. -/
def element : Fin 8 → Mat2ˣ :=
  ![1, -1, iσx, -iσx, iσy, -iσy, iσx * iσy, -(iσx * iσy)]

/-- The numbering of the double group by its list of elements. -/
def elementEquiv : Fin 8 ≃ doubleGroup :=
  Equiv.ofBijective
    (fun i => ⟨element i, (mem_doubleGroup_iff _).2 (by fin_cases i <;> simp [element])⟩) <| by
    constructor
    · intro i j h
      -- a numerical label read off from the first row separates the elements
      have hq : ∀ i, ((element i).val 0 0).re + 2 * ((element i).val 0 0).im
          + 3 * ((element i).val 0 1).re + 4 * ((element i).val 0 1).im
          = ((![1, -1, 4, -4, 3, -3, -2, 2] : Fin 8 → ℤ) i : ℝ) := by
        intro i
        fin_cases i <;> simp [element, iσx, iσy, Matrix.mul_apply, Fin.sum_univ_succ]
      have key : ∀ i j : Fin 8, (![1, -1, 4, -4, 3, -3, -2, 2] : Fin 8 → ℤ) i
          = (![1, -1, 4, -4, 3, -3, -2, 2] : Fin 8 → ℤ) j → i = j := by decide
      have h' : element i = element j := congrArg Subtype.val h
      have hij := hq i
      rw [h', hq j] at hij
      exact (key j i (Int.cast_injective hij)).symm
    · rintro ⟨g, hg⟩
      rcases (mem_doubleGroup_iff g).1 hg with rfl | rfl | rfl | rfl | rfl | rfl | rfl | rfl
      exacts [⟨0, rfl⟩, ⟨1, rfl⟩, ⟨2, rfl⟩, ⟨3, rfl⟩, ⟨4, rfl⟩, ⟨5, rfl⟩, ⟨6, rfl⟩, ⟨7, rfl⟩]

instance : Fintype doubleGroup := Fintype.ofEquiv _ elementEquiv

/-- The C2v double group has eight elements. -/
theorem card_doubleGroup : Nat.card doubleGroup = 8 := by
  rw [Nat.card_congr elementEquiv.symm]; simp
```

(c) Find the matrices that commute with $G$:
$$gM=Mg\ \text{ for all } g\in G\iff M=c\,1,\quad c\in\mathbb C.$$

Commuting with $X$ gives $M_{01}=M_{10}$ and $M_{00}=M_{11}$; commuting with $Y$ gives $M_{01}=-M_{10}$. The off-diagonal entries therefore vanish. The converse is immediate. In Lean, `eHalf` is $E_{1/2}$, which sends each group element to its own matrix.

```lean
/-- The group element i σx. -/
def rotX : doubleGroup := ⟨iσx, (mem_doubleGroup_iff _).2 (by simp)⟩

/-- The group element i σy. -/
def rotY : doubleGroup := ⟨iσy, (mem_doubleGroup_iff _).2 (by simp)⟩

/-- The group element -1, the rotation by 2π. -/
def minusOne : doubleGroup := ⟨-1, (mem_doubleGroup_iff _).2 (by simp)⟩

/-- The defining spinor representation E1/2. -/
def eHalf : doubleGroup →* Mat2 := (Units.coeHom Mat2).comp doubleGroup.subtype

/-- A spinor matrix commutes with the whole double group exactly when it is a scalar. -/
theorem commutant_iff_scalar (M : Mat2) :
    (∀ g, eHalf g * M = M * eHalf g) ↔ ∃ c : ℂ, M = c • (1 : Mat2) := by
  constructor
  · intro h
    have hx : iσx.val * M = M * iσx.val := h rotX
    have hy : iσy.val * M = M * iσy.val := h rotY
    have a := congrFun (congrFun hx 0) 0
    have b := congrFun (congrFun hx 0) 1
    have c := congrFun (congrFun hy 0) 0
    simp only [Matrix.mul_apply, Fin.sum_univ_two] at a b c
    simp [iσx] at a b
    simp [iσy] at c
    have q : M 0 1 = M 1 0 := mul_left_cancel₀ Complex.I_ne_zero (by linear_combination -a)
    have p : M 1 1 = M 0 0 := mul_left_cancel₀ Complex.I_ne_zero (by linear_combination b)
    have z1 : M 0 1 = 0 := by linear_combination (q + c) / 2
    have z2 : M 1 0 = 0 := by linear_combination (c - q) / 2
    refine ⟨M 0 0, ?_⟩
    ext i j
    fin_cases i <;> fin_cases j <;> simp [z1, z2, p]
  · rintro ⟨c, rfl⟩ g
    simp
```

(d) Show that each $g\neq\pm1$ has a partner $h\in G$ with
$$hg=-gh.$$

For $\pm X$ take $h=Y$; for $\pm Y$ and $\pm XY$ take $h=X$. Lean checks the six cases entry by entry.

```lean
/-- Each group element is 1, is -1, or anticommutes with some group element. -/
theorem central_or_anticommuting (g : doubleGroup) :
    g = 1 ∨ g = minusOne ∨ ∃ h, h * g = minusOne * (g * h) := by
  obtain ⟨g, hg⟩ := g
  rcases (mem_doubleGroup_iff g).1 hg with rfl | rfl | rfl | rfl | rfl | rfl | rfl | rfl
  · exact Or.inl rfl
  · exact Or.inr (Or.inl rfl)
  on_goal 1 => refine Or.inr (Or.inr ⟨rotY, ?_⟩)
  on_goal 2 => refine Or.inr (Or.inr ⟨rotY, ?_⟩)
  on_goal 3 => refine Or.inr (Or.inr ⟨rotX, ?_⟩)
  on_goal 4 => refine Or.inr (Or.inr ⟨rotX, ?_⟩)
  on_goal 5 => refine Or.inr (Or.inr ⟨rotX, ?_⟩)
  on_goal 6 => refine Or.inr (Or.inr ⟨rotX, ?_⟩)
  all_goals
    apply Subtype.ext
    apply Units.ext
    ext i j
    fin_cases i <;> fin_cases j <;>
      simp [rotX, rotY, minusOne, iσx, iσy, Matrix.mul_apply, Fin.sum_univ_succ]
```

(e) Let $\rho$ be a representation by $d\times d$ complex matrices with $\rho(-1)=-1$, the sign change of half-integer spin under a $2\pi$ rotation. For $g,h$ as in (d), show
$$\operatorname{tr}\rho(g)=0.$$

Since $g=-h^{-1}gh$,
$$\operatorname{tr}\rho(g)=-\operatorname{tr}\big(\rho(h^{-1})\rho(g)\rho(h)\big)=-\operatorname{tr}\rho(g).$$

The last step turns on `Matrix.trace_mul_comm`, which swaps exactly two factors. The code therefore brackets the product as `ρ h⁻¹ * (ρ g * ρ h)`, so that the swap carries `ρ h⁻¹` to the far right, where it meets `ρ h` and cancels. Here $d$ is `Fintype.card n`, with `n` an index type.

```lean
variable {n : Type*} [Fintype n] [DecidableEq n]

/-- If -1 acts as minus the identity, an element that anticommutes with another one has
character zero. -/
theorem trace_eq_zero (ρ : doubleGroup →* Matrix n n ℂ) (hρ : ρ minusOne = -1)
    {g h : doubleGroup} (hgh : h * g = minusOne * (g * h)) : (ρ g).trace = 0 := by
  have e : ρ g = -(ρ h⁻¹ * (ρ g * ρ h)) := by
    calc ρ g = ρ (h⁻¹ * (h * g)) := by rw [inv_mul_cancel_left]
      _ = _ := by
        rw [hgh, map_mul, map_mul, map_mul, hρ]
        simp only [neg_mul, one_mul, mul_neg]
  have t : (ρ h⁻¹ * (ρ g * ρ h)).trace = (ρ g).trace := by
    rw [Matrix.trace_mul_comm, mul_assoc, ← map_mul ρ h h⁻¹, mul_inv_cancel, map_one, mul_one]
  have s := congrArg Matrix.trace e
  rw [Matrix.trace_neg, t] at s
  linear_combination s / 2
```

(f) Writing $\chi$ for the trace, deduce
$$\chi_\rho(g)=\tfrac d2\,\chi_E(g).$$

At $\pm1$ the traces are $\pm d$ and $\pm2$. Elsewhere (e) makes both vanish, as $E_{1/2}$ also satisfies the hypothesis. The proof splits into the same three cases.

```lean
/-- A d-dimensional representation in which -1 acts as minus the identity has d/2 times the
character of E1/2. -/
theorem character_eq (ρ : doubleGroup →* Matrix n n ℂ) (hρ : ρ minusOne = -1)
    (g : doubleGroup) : (ρ g).trace = (Fintype.card n : ℂ) / 2 * (eHalf g).trace := by
  have hE : eHalf minusOne = -1 := rfl
  rcases central_or_anticommuting g with rfl | rfl | ⟨h, hh⟩
  · simp only [map_one, Matrix.trace_one, Fintype.card_fin]
    push_cast
    ring
  · rw [hρ, hE]
    simp only [Matrix.trace_neg, Matrix.trace_one, Fintype.card_fin]
    push_cast
    ring
  · rw [trace_eq_zero ρ hρ hh, trace_eq_zero eHalf hE hh, mul_zero]
```

(g) Show that $d$ is even:
$$(-1)^d=1.$$

Take determinants in $\rho(X)\rho(Y)=-\rho(Y)\rho(X)$ and cancel $\det\rho(X)\det\rho(Y)$, which is nonzero because group elements have inverses.

```lean
/-- A representation in which -1 acts as minus the identity has even dimension. -/
theorem even_dimension (ρ : doubleGroup →* Matrix n n ℂ) (hρ : ρ minusOne = -1) :
    Even (Fintype.card n) := by
  have u : ∀ g, (ρ g).det ≠ 0 := by
    intro g h0
    have h1 : ρ g * ρ g⁻¹ = 1 := by rw [← map_mul, mul_inv_cancel, map_one]
    have h2 := congrArg Matrix.det h1
    rw [Matrix.det_mul, h0, zero_mul, Matrix.det_one] at h2
    exact zero_ne_one h2
  have hh : rotX * rotY = minusOne * (rotY * rotX) := by
    apply Subtype.ext
    apply Units.ext
    ext i j
    fin_cases i <;> fin_cases j <;>
      simp [rotX, rotY, minusOne, iσx, iσy, Matrix.mul_apply, Fin.sum_univ_succ]
  have h := congrArg (fun g => (ρ g).det) hh
  simp only [map_mul, hρ, Matrix.det_mul, Matrix.det_neg, Matrix.det_one] at h
  rcases Nat.even_or_odd (Fintype.card n) with he | ho
  · exact he
  · rw [ho.neg_one_pow] at h
    exact absurd (by linear_combination h / 2) (mul_ne_zero (u rotX) (u rotY))
```

(h) Evaluate the reduction formula:
$$\frac1{|G|}\sum_{g\in G}\chi_E(g)^*\chi_\rho(g)=\frac d2.$$

By (f) the sum is $\tfrac d2\sum_g|\chi_E(g)|^2=\tfrac d2(4+4)$. Lean defines `multiplicity` by this formula; reading it as a number of copies relies on the usual orthogonality of characters and on the irreducibility of $E_{1/2}$, which follows from (c) because $G$ is finite.

```lean
/-- The reduction formula for E1/2 in ρ: the average over the group of the conjugate character of
E1/2 times the character of ρ. -/
def multiplicity (ρ : doubleGroup →* Matrix n n ℂ) : ℂ :=
  (∑ g, star (eHalf g).trace * (ρ g).trace) / (Nat.card doubleGroup : ℂ)

/-- For a d-dimensional representation in which -1 acts as minus the identity, the reduction formula
for E1/2 gives d/2. -/
theorem multiplicity_eq (ρ : doubleGroup →* Matrix n n ℂ) (hρ : ρ minusOne = -1) :
    multiplicity ρ = (Fintype.card n : ℂ) / 2 := by
  have hs : ∑ g, star (eHalf g).trace * (eHalf g).trace = 8 := by
    rw [← elementEquiv.sum_comp]
    have hv : ∀ i, eHalf (elementEquiv i) = (element i).val := fun _ => rfl
    -- the traces of the eight elements
    have t0 : (element 0).val.trace = 2 := by
      change (1 : Mat2).trace = 2
      norm_num [Matrix.trace_one]
    have t1 : (element 1).val.trace = -2 := by
      change (-1 : Mat2).trace = -2
      norm_num [Matrix.trace_neg, Matrix.trace_one]
    have t2 : (element 2).val.trace = 0 := by
      change iσx.val.trace = 0
      rw [Matrix.trace_fin_two]
      simp [iσx]
    have t3 : (element 3).val.trace = 0 := by
      change (-iσx.val).trace = 0
      rw [Matrix.trace_fin_two]
      simp [iσx]
    have t4 : (element 4).val.trace = 0 := by
      change iσy.val.trace = 0
      rw [Matrix.trace_fin_two]
      simp [iσy]
    have t5 : (element 5).val.trace = 0 := by
      change (-iσy.val).trace = 0
      rw [Matrix.trace_fin_two]
      simp [iσy]
    have t6 : (element 6).val.trace = 0 := by
      change (iσx.val * iσy.val).trace = 0
      rw [Matrix.trace_fin_two]
      simp [iσx, iσy, Matrix.mul_apply, Fin.sum_univ_succ]
    have t7 : (element 7).val.trace = 0 := by
      change (-(iσx.val * iσy.val)).trace = 0
      rw [Matrix.trace_neg]
      change -(element 6).val.trace = 0
      rw [t6, neg_zero]
    simp only [hv, Fin.sum_univ_eight, t0, t1, t2, t3, t4, t5, t6, t7]
    norm_num
  have ht : ∑ g, star (eHalf g).trace * (ρ g).trace = (Fintype.card n : ℂ) / 2 * 8 := by
    rw [← hs, Finset.mul_sum]
    refine Finset.sum_congr rfl fun g _ => ?_
    rw [character_eq ρ hρ g]
    ring
  rw [multiplicity, ht, card_doubleGroup]
  push_cast
  ring
```

(i) For $j=n+\tfrac12$, with $n$ now a natural number, construct the representation $D_j$ of $G$ on the states $|j,m\rangle$ and show
$$D_j(-1)=-1.$$

Treat $|j,m\rangle$ as a symmetric product of $j+m$ up and $j-m$ down spinors. A diagonal $A$ multiplies it by $A_{00}^{j+m}A_{11}^{j-m}$; an antidiagonal $A$ sends it to $A_{10}^{j+m}A_{01}^{j-m}|j,-m\rangle$. The normalised states need no further factor. Every element of $G$ is of one kind or the other, and `key` verifies that products are respected. For $-1$ the factor is $(-1)^{2n+1}=-1$.

```lean
/-- The action of a diagonal or antidiagonal spinor matrix on the states |j,m⟩ with
j = n + 1/2, numbered by k = j + m; `k.rev` is the number of the state |j,-m⟩. -/
def spinMatrix (n : ℕ) (A : Mat2) : Matrix (Fin (2 * n + 2)) (Fin (2 * n + 2)) ℂ :=
  Matrix.of fun l k =>
    (if l = k then A 0 0 ^ (k : ℕ) * A 1 1 ^ (k.rev : ℕ) else 0) +
    (if l = k.rev then A 1 0 ^ (k : ℕ) * A 0 1 ^ (k.rev : ℕ) else 0)

/-- The representation of the double group on the states of angular momentum j = n + 1/2. -/
def spinRep (n : ℕ) : doubleGroup →* Matrix (Fin (2 * n + 2)) (Fin (2 * n + 2)) ℂ where
  toFun g := spinMatrix n (eHalf g)
  map_one' := by
    rw [map_one]
    ext l k
    have hk : (k : ℕ) + (k.rev : ℕ) ≠ 0 := by rw [Fin.val_rev]; omega
    have z : (0 : ℂ) ^ (k : ℕ) * 0 ^ (k.rev : ℕ) = 0 := by rw [← pow_add, zero_pow hk]
    have e1 : (1 : Mat2) 1 0 = 0 := by simp
    have e2 : (1 : Mat2) 0 1 = 0 := by simp
    simp only [spinMatrix, Matrix.of_apply, e1, e2, Matrix.one_apply_eq, one_pow, z, mul_one,
      ite_self, add_zero]
    rw [Matrix.one_apply]
  map_mul' g h := by
    have mono : ∀ g, (eHalf g 0 1 = 0 ∧ eHalf g 1 0 = 0) ∨
        (eHalf g 0 0 = 0 ∧ eHalf g 1 1 = 0) := by
      rintro ⟨u, hu⟩
      change (u.val 0 1 = 0 ∧ u.val 1 0 = 0) ∨ (u.val 0 0 = 0 ∧ u.val 1 1 = 0)
      rcases (mem_doubleGroup_iff u).1 hu with rfl | rfl | rfl | rfl | rfl | rfl | rfl | rfl <;>
        simp [iσx, iσy, Matrix.mul_apply, Fin.sum_univ_succ]
    -- for such matrices at most one term of each binomial is nonzero
    have key : ∀ (a b c d a' b' c' d' : ℂ) (p q : ℕ), p + q ≠ 0 →
        (b = 0 ∧ c = 0 ∨ a = 0 ∧ d = 0) → (b' = 0 ∧ c' = 0 ∨ a' = 0 ∧ d' = 0) →
        (a * a' + b * c') ^ p * (c * b' + d * d') ^ q =
          a ^ p * d ^ q * (a' ^ p * d' ^ q) + c ^ q * b ^ p * (c' ^ p * b' ^ q) := by
      intro a b c d a' b' c' d' p q hpq h1 h2
      rcases p with _ | p
      · rcases q with _ | q
        · exact absurd rfl hpq
        · rcases h1 with ⟨rfl, rfl⟩ | ⟨rfl, rfl⟩ <;> rcases h2 with ⟨rfl, rfl⟩ | ⟨rfl, rfl⟩ <;>
            simp only [zero_mul, mul_zero, add_zero, zero_add, pow_succ, pow_zero, mul_one,
              one_mul, mul_pow] <;> ring
      · rcases h1 with ⟨rfl, rfl⟩ | ⟨rfl, rfl⟩ <;> rcases h2 with ⟨rfl, rfl⟩ | ⟨rfl, rfl⟩ <;>
          simp only [zero_mul, mul_zero, add_zero, zero_add, pow_succ, mul_pow] <;> ring
    have hA := mono g
    have hB := mono h
    rw [map_mul eHalf]
    generalize eHalf g = A at hA ⊢
    generalize eHalf h = B at hB ⊢
    ext l k
    have hk : (k : ℕ) + (k.rev : ℕ) ≠ 0 := by rw [Fin.val_rev]; omega
    have s : (spinMatrix n A * spinMatrix n B) l k =
        spinMatrix n A l k * (B 0 0 ^ (k : ℕ) * B 1 1 ^ (k.rev : ℕ)) +
        spinMatrix n A l k.rev * (B 1 0 ^ (k : ℕ) * B 0 1 ^ (k.rev : ℕ)) := by
      have hcol : ∀ m, spinMatrix n B m k =
          (if m = k then B 0 0 ^ (k : ℕ) * B 1 1 ^ (k.rev : ℕ) else 0) +
          (if m = k.rev then B 1 0 ^ (k : ℕ) * B 0 1 ^ (k.rev : ℕ) else 0) := fun _ => rfl
      simp only [Matrix.mul_apply, hcol, mul_add, Finset.sum_add_distrib, mul_ite, mul_zero,
        Finset.sum_ite_eq', Finset.mem_univ, if_true]
    rw [s]
    simp only [spinMatrix, Matrix.of_apply, Fin.rev_rev, Matrix.mul_apply, Fin.sum_univ_two]
    rw [key (A 0 0) (A 0 1) (A 1 0) (A 1 1) _ _ _ _ _ _ hk hA hB,
      key (A 1 0) (A 1 1) (A 0 0) (A 0 1) _ _ _ _ _ _ hk
        (hA.symm.imp And.symm And.symm) hB]
    split_ifs <;> ring

/-- In the representation with j = n + 1/2 the element -1 acts as minus the identity. -/
theorem spinRep_minusOne_witness (n : ℕ) : spinRep n minusOne = -1 := by
  change spinMatrix n (-1) = -1
  ext l k
  have hk : (k : ℕ) + (k.rev : ℕ) = 2 * n + 1 := by rw [Fin.val_rev]; omega
  have z : (0 : ℂ) ^ (k : ℕ) * 0 ^ (k.rev : ℕ) = 0 := by
    rw [← pow_add, hk, zero_pow (Nat.succ_ne_zero _)]
  have hp : (-1 : ℂ) ^ (k : ℕ) * (-1) ^ (k.rev : ℕ) = -1 := by
    rw [← pow_add, hk]
    exact Odd.neg_one_pow ⟨n, rfl⟩
  have e1 : (1 : Mat2) 1 0 = 0 := by simp
  have e2 : (1 : Mat2) 0 1 = 0 := by simp
  simp only [spinMatrix, Matrix.of_apply, Matrix.neg_apply, e1, e2, Matrix.one_apply_eq,
    neg_zero, z, hp, ite_self, add_zero]
  rw [Matrix.one_apply]
  split_ifs <;> simp
```

(j) Find the multiplicity $N_j$ of $E_{1/2}$ in $D_j$:
$$N_j=n+1,\qquad N_{3/2}=2,\qquad N_{5/2}=3.$$

Put $d=2n+2$ in (h). Directly for $j=\tfrac32$, only $\pm1$ contribute, with characters $\pm4$ and $\pm2$:
$$\frac{2\cdot4+(-2)(-4)}8=2.$$

In a one-electron model with spin–orbit coupling, a $j=\tfrac32$ shell at a C2v site thus supplies two pairs of states, each transforming as $E_{1/2}$, which the crystal field may mix. `spinRep` omits orbital parity; for an odd shell the mirrors gain a sign, but $-1$ does not, so (h) gives the same count.

```lean
/-- For angular momentum j = n + 1/2 the reduction formula for E1/2 gives n + 1; in particular it
gives 2 for j = 3/2 and 3 for j = 5/2. -/
theorem spin_multiplicity :
    (∀ n : ℕ, multiplicity (spinRep n) = (n : ℂ) + 1) ∧
      multiplicity (spinRep 1) = 2 ∧ multiplicity (spinRep 2) = 3 := by
  have h : ∀ n : ℕ, multiplicity (spinRep n) = (n : ℂ) + 1 := by
    intro n
    rw [multiplicity_eq _ (spinRep_minusOne_witness n), Fintype.card_fin]
    push_cast
    ring
  refine ⟨h, ?_, ?_⟩
  · rw [h]; norm_num
  · rw [h]; norm_num

end

end C2vDoubleGroup
```

```lean
#print axioms C2vDoubleGroup.card_doubleGroup
#print axioms C2vDoubleGroup.commutant_iff_scalar
#print axioms C2vDoubleGroup.even_dimension
#print axioms C2vDoubleGroup.spin_multiplicity
```

```
'C2vDoubleGroup.card_doubleGroup' depends on axioms: [propext, Classical.choice, Quot.sound]
'C2vDoubleGroup.commutant_iff_scalar' depends on axioms: [propext, Classical.choice, Quot.sound]
'C2vDoubleGroup.even_dimension' depends on axioms: [propext, Classical.choice, Quot.sound]
'C2vDoubleGroup.spin_multiplicity' depends on axioms: [propext, Classical.choice, Quot.sound]
```
